# An orbital and density-kernel update whose density matrix is invariant under an invertible change of orbitals

## Orbitals, kernel and update step

Let $\Phi$ be a real matrix whose rows are grid points and whose columns are orbitals. The grid volume element is absorbed into $\Phi$, so the overlap matrix is $S=\Phi^T\Phi$. The density kernel $K$ is a square matrix over the orbitals, and the density matrix on the grid is $P=\Phi K\Phi^T$. The Hamiltonian on the grid is $H$, and $t$ is a real step length. The columns of $\Phi$ are linearly independent, and $G$ denotes the inverse overlap, $GS=1$.

One update produces

$$\Phi_+=\Phi-t\,H\Phi KS,\qquad K_+=K-t\,G\Phi^TH\Phi G,\qquad P_+=\Phi_+K_+\Phi_+^T .$$

A change of orbitals is an invertible matrix $A$ with inverse $B$. It replaces $(\Phi,K)$ by $(\Phi A,\;BKB^T)$, and $G'$ denotes the inverse overlap of $\Phi A$. **Both starting points give the same $P_+$.** (The comments in the code write $\Phi'$ and $K'$ for the updated quantities $\Phi_+$ and $K_+$; in the statement of `density_run_invariant` the primes mark the second run instead.)

## Where a code relies on the invariance

A code may rescale or orthogonalise its orbitals between steps and transform the kernel with them. In exact arithmetic on a finite grid, this update then yields the same sequence of density matrices as without the change, provided that the Hamiltonian depends on the orbitals and the kernel only through $P$ and the step lengths agree. The identity also gives a direct check of an implementation: start from $(\Phi,K)$ and from $(\Phi A,BKB^T)$, and compare the updated density matrices up to rounding.

## Why the mixing matrix cancels

**Inverse overlap.** If $GS=1$ and $\Phi c=0$, then $c=GSc=G\Phi^T\Phi c=0$, so the columns are independent. Conversely, if $Sv=0$, then $|\Phi v|^2=v^TSv=0$, hence $\Phi v=0$, and independence gives $v=0$. So $S$ is invertible exactly when the columns are independent.

The overlap of $\Phi A$ is $A^TSA$. Since
$$A^TSA\,(BGB^T)=A^TSGB^T=A^TB^T=(BA)^T=1,$$
the new inverse overlap is $G'=BGB^T$.

**Density matrix.** With $AB=1$ and $B^TA^T=1$,
$$\Phi A\,(BKB^T)\,A^T\Phi^T=\Phi K\Phi^T .$$

**Orbital step.** The change subtracted from the mixed orbitals is
$$t\,H\Phi A\,(BKB^T)\,(A^TSA)=t\,H\Phi KS\,A,$$
so the updated orbitals are $\Phi_+A$.

**Kernel step.** Similarly,
$$G'(\Phi A)^TH(\Phi A)G'=BG(B^TA^T)\Phi^TH\Phi(AB)GB^T=B\,(G\Phi^TH\Phi G)\,B^T,$$
so the updated kernel is $BK_+B^T$. The updated pair is again related to the original one by $A$, and the density-matrix identity gives equal $P_+$.

**Many steps.** Because the relation survives each step, it holds along a whole run by induction. The Hamiltonian may be recomputed from $P$ each time, since $P$ is the same in both runs.

**A form without orbitals.** Put $Q=\Phi G\Phi^T$. Then $Q\Phi=\Phi GS=\Phi$ and $Q^2=(Q\Phi)G\Phi^T=Q$. Since $S$ is symmetric, so are $G$ and $Q$. The orbital step reads $\Phi_+=(1-tHP)\Phi$, and $\Phi K_+\Phi^T=P-tQHQ$. For symmetric $H$ and $K$, $(HP)^T=PH$, so
$$P_+=(1-tHP)\,(P-tQHQ)\,(1-tPH).$$

## One orbital on two grid points

Take
$$H=\begin{pmatrix}1&1\\1&0\end{pmatrix},\quad \Phi=\begin{pmatrix}1\\0\end{pmatrix},\quad K=1,\quad t=\tfrac12 .$$
Here $S=G=1$ and $\Phi^TH\Phi=1$, so $\Phi_+=(\tfrac12,-\tfrac12)^T$ and $K_+=\tfrac12$. Hence
$$P_+=\tfrac18\begin{pmatrix}1&-1\\-1&1\end{pmatrix}.$$

Now double the orbital: $A=2$, the orbital is $(2,0)^T$, the kernel is $\tfrac14$, the overlap is $4$ and $G'=\tfrac14$. The updated orbital is $(2,0)^T-\tfrac12(2,2)^T=(1,-1)^T$. The updated kernel is $\tfrac14-\tfrac12\cdot\tfrac14\cdot4\cdot\tfrac14=\tfrac18$. The density matrix is the same.

Suppose instead that the code keeps the old value $1$ for the inverse overlap after doubling the orbital, so that $G'$ no longer inverts the overlap. The updated kernel becomes $\tfrac14-\tfrac12\cdot4=-\tfrac74$, and the prefactor $\tfrac18$ of the density matrix becomes $-\tfrac74$.

## Lean file

```lean
import Mathlib

open Matrix

namespace LocalisedOrbitalUpdate

variable {m n : Type*} [Fintype m] [Fintype n] [DecidableEq n]

/-- The overlap matrix `S = Φᵀ Φ` of the orbitals stored as columns of `Φ`. -/
def overlap (Φ : Matrix m n ℝ) : Matrix n n ℝ := Φᵀ * Φ

/-- The density matrix `P = Φ K Φᵀ` on the grid, with density kernel `K`. -/
def density (Φ : Matrix m n ℝ) (K : Matrix n n ℝ) : Matrix m m ℝ := Φ * K * Φᵀ

/-- The orbital update `Φ' = Φ - t H Φ K S`. -/
def orbitalStep (H : Matrix m m ℝ) (t : ℝ) (Φ : Matrix m n ℝ) (K : Matrix n n ℝ) :
    Matrix m n ℝ := Φ - t • (H * Φ * K * overlap Φ)

/-- The kernel update `K' = K - t G Φᵀ H Φ G`, where `G` stands for the inverse overlap. -/
def kernelStep (H : Matrix m m ℝ) (t : ℝ) (Φ : Matrix m n ℝ) (K G : Matrix n n ℝ) :
    Matrix n n ℝ := K - t • (G * Φᵀ * H * Φ * G)

/-- The matrix `Q = Φ G Φᵀ` on the grid, where `G` stands for the inverse overlap. -/
def spanProjector (Φ : Matrix m n ℝ) (G : Matrix n n ℝ) : Matrix m m ℝ := Φ * G * Φᵀ

/-- An inverse overlap exists exactly when the orbitals are linearly independent. -/
theorem exists_inverse_overlap_iff (Φ : Matrix m n ℝ) :
    (∃ G, G * overlap Φ = 1) ↔ ∀ c : n → ℝ, Φ *ᵥ c = 0 → c = 0 := by
  constructor
  · rintro ⟨G, hG⟩ c hc
    have h : (G * overlap Φ) *ᵥ c = 0 := by
      rw [overlap, ← Matrix.mulVec_mulVec, ← Matrix.mulVec_mulVec, hc,
        Matrix.mulVec_zero, Matrix.mulVec_zero]
    rwa [hG, Matrix.one_mulVec] at h
  · intro h
    have hdet : (overlap Φ).det ≠ 0 := by
      intro h0
      obtain ⟨v, hv, hSv⟩ := Matrix.exists_mulVec_eq_zero_iff.mpr h0
      -- the squared norm of `Φ v` is the quadratic form of the overlap at `v`
      have hn : (Φ *ᵥ v) ⬝ᵥ (Φ *ᵥ v) = 0 := by
        rw [Matrix.dotProduct_mulVec, ← Matrix.mulVec_transpose, Matrix.mulVec_mulVec]
        change (overlap Φ *ᵥ v) ⬝ᵥ v = 0
        rw [hSv, zero_dotProduct]
      exact hv (h v (dotProduct_self_eq_zero.mp hn))
    exact ⟨(overlap Φ)⁻¹, Matrix.nonsing_inv_mul _ (isUnit_iff_ne_zero.mpr hdet)⟩

/-- When the orbitals are mixed by `A` with inverse `B`, the inverse overlap `G` becomes
`B G Bᵀ`. -/
theorem inverse_overlap_mixed {Φ : Matrix m n ℝ} {A B G G' : Matrix n n ℝ}
    (hAB : A * B = 1) (hG : G * overlap Φ = 1) (hG' : G' * overlap (Φ * A) = 1) :
    G' = B * G * Bᵀ := by
  have hSG : overlap Φ * G = 1 := mul_eq_one_comm.mp hG
  have hBA : B * A = 1 := mul_eq_one_comm.mp hAB
  have h : overlap (Φ * A) * (B * G * Bᵀ) = 1 := by
    calc overlap (Φ * A) * (B * G * Bᵀ)
        = Aᵀ * (overlap Φ * ((A * B) * G)) * Bᵀ := by
          simp only [overlap, Matrix.transpose_mul, Matrix.mul_assoc]
      _ = 1 := by
          rw [hAB, Matrix.one_mul, hSG, Matrix.mul_one, ← Matrix.transpose_mul, hBA,
            Matrix.transpose_one]
  exact left_inv_eq_right_inv hG' h

omit [Fintype m] in
/-- The density matrix is the same for `(Φ, K)` and `(Φ A, B K Bᵀ)` when `B` inverts `A`. -/
theorem density_mixed (Φ : Matrix m n ℝ) (K : Matrix n n ℝ) {A B : Matrix n n ℝ}
    (hAB : A * B = 1) : density (Φ * A) (B * K * Bᵀ) = density Φ K := by
  have hT : Bᵀ * Aᵀ = 1 := by rw [← Matrix.transpose_mul, hAB, Matrix.transpose_one]
  calc density (Φ * A) (B * K * Bᵀ) = Φ * (A * B) * K * (Bᵀ * Aᵀ) * Φᵀ := by
        simp only [density, Matrix.transpose_mul, Matrix.mul_assoc]
    _ = density Φ K := by rw [hAB, hT, Matrix.mul_one, Matrix.mul_one, density]

/-- Mixing the initial orbitals by `A`, with inverse `B`, mixes the updated orbitals by `A`
and turns the updated kernel `K'` into `B K' Bᵀ`. -/
theorem step_mixed (H : Matrix m m ℝ) (t : ℝ) {Φ : Matrix m n ℝ} (K : Matrix n n ℝ)
    {A B G G' : Matrix n n ℝ} (hAB : A * B = 1) (hG : G * overlap Φ = 1)
    (hG' : G' * overlap (Φ * A) = 1) :
    orbitalStep H t (Φ * A) (B * K * Bᵀ) = orbitalStep H t Φ K * A ∧
      kernelStep H t (Φ * A) (B * K * Bᵀ) G' = B * kernelStep H t Φ K G * Bᵀ := by
  have hT : Bᵀ * Aᵀ = 1 := by rw [← Matrix.transpose_mul, hAB, Matrix.transpose_one]
  constructor
  · have h : H * (Φ * A) * (B * K * Bᵀ) * overlap (Φ * A)
        = H * Φ * K * overlap Φ * A := by
      calc _ = H * Φ * (A * B) * K * (Bᵀ * Aᵀ) * overlap Φ * A := by
            simp only [overlap, Matrix.transpose_mul, Matrix.mul_assoc]
        _ = _ := by rw [hAB, hT, Matrix.mul_one, Matrix.mul_one]
    rw [orbitalStep, h, orbitalStep, Matrix.sub_mul, Matrix.smul_mul]
  · rw [inverse_overlap_mixed hAB hG hG']
    have h : B * G * Bᵀ * (Φ * A)ᵀ * H * (Φ * A) * (B * G * Bᵀ)
        = B * (G * Φᵀ * H * Φ * G) * Bᵀ := by
      calc _ = B * G * (Bᵀ * Aᵀ) * Φᵀ * H * Φ * (A * B) * G * Bᵀ := by
            simp only [Matrix.transpose_mul, Matrix.mul_assoc]
        _ = B * G * Φᵀ * H * Φ * G * Bᵀ := by rw [hAB, hT, Matrix.mul_one, Matrix.mul_one]
        _ = _ := by simp only [Matrix.mul_assoc]
    rw [kernelStep, h, kernelStep, Matrix.mul_sub, Matrix.sub_mul, Matrix.mul_smul,
      Matrix.smul_mul]

/-- The density matrix after one update does not depend on which invertible mixture of the
initial orbitals is used, provided the kernel is transformed along with them. -/
theorem density_step_invariant (H : Matrix m m ℝ) (t : ℝ) {Φ : Matrix m n ℝ}
    (K : Matrix n n ℝ) {A B G G' : Matrix n n ℝ} (hAB : A * B = 1)
    (hG : G * overlap Φ = 1) (hG' : G' * overlap (Φ * A) = 1) :
    density (orbitalStep H t (Φ * A) (B * K * Bᵀ)) (kernelStep H t (Φ * A) (B * K * Bᵀ) G')
      = density (orbitalStep H t Φ K) (kernelStep H t Φ K G) := by
  obtain ⟨h1, h2⟩ := step_mixed H t K hAB hG hG'
  rw [h1, h2, density_mixed _ _ hAB]

/-- A run of `N` updates with step lengths `τ k` and a Hamiltonian `F P` that may depend on
the current density matrix `P`; `G k` is the inverse overlap at step `k`. -/
structure IsRun (F : Matrix m m ℝ → Matrix m m ℝ) (τ : ℕ → ℝ) (N : ℕ)
    (Φ : ℕ → Matrix m n ℝ) (K G : ℕ → Matrix n n ℝ) : Prop where
  inverse : ∀ k < N, G k * overlap (Φ k) = 1
  orbital : ∀ k < N, Φ (k + 1) = orbitalStep (F (density (Φ k) (K k))) (τ k) (Φ k) (K k)
  kernel : ∀ k < N, K (k + 1) = kernelStep (F (density (Φ k) (K k))) (τ k) (Φ k) (K k) (G k)

/-- Two runs with the same step lengths and the same rule `F` for computing the Hamiltonian from the
density matrix, whose initial orbitals differ by an invertible mixing, with kernels transformed
accordingly, have the same density matrix at every step. -/
theorem density_run_invariant {F : Matrix m m ℝ → Matrix m m ℝ} {τ : ℕ → ℝ} {N : ℕ}
    {Φ Φ' : ℕ → Matrix m n ℝ} {K K' G G' : ℕ → Matrix n n ℝ} {A B : Matrix n n ℝ}
    (hAB : A * B = 1) (h : IsRun F τ N Φ K G) (h' : IsRun F τ N Φ' K' G')
    (hΦ : Φ' 0 = Φ 0 * A) (hK : K' 0 = B * K 0 * Bᵀ) :
    ∀ k ≤ N, density (Φ' k) (K' k) = density (Φ k) (K k) := by
  -- the two runs stay related by the same mixing matrix
  have key : ∀ k ≤ N, Φ' k = Φ k * A ∧ K' k = B * K k * Bᵀ := by
    intro k
    induction k with
    | zero => exact fun _ => ⟨hΦ, hK⟩
    | succ k ih =>
      intro hk
      have hlt : k < N := by omega
      obtain ⟨e1, e2⟩ := ih (by omega)
      have hG' := h'.inverse k hlt
      rw [e1] at hG'
      obtain ⟨s1, s2⟩ := step_mixed (F (density (Φ k) (K k))) (τ k) (K k) hAB
        (h.inverse k hlt) hG'
      rw [h'.orbital k hlt, h'.kernel k hlt, h.orbital k hlt, h.kernel k hlt, e1, e2,
        density_mixed _ _ hAB]
      exact ⟨s1, s2⟩
  intro k hk
  obtain ⟨e1, e2⟩ := key k hk
  rw [e1, e2, density_mixed _ _ hAB]

/-- With `G` the inverse overlap, `Q = Φ G Φᵀ` is symmetric and idempotent and leaves every
orbital unchanged. -/
theorem spanProjector_properties {Φ : Matrix m n ℝ} {G : Matrix n n ℝ}
    (hG : G * overlap Φ = 1) :
    (spanProjector Φ G)ᵀ = spanProjector Φ G ∧
      spanProjector Φ G * spanProjector Φ G = spanProjector Φ G ∧
      spanProjector Φ G * Φ = Φ := by
  have hS : (overlap Φ)ᵀ = overlap Φ := by
    rw [overlap, Matrix.transpose_mul, Matrix.transpose_transpose]
  have hGT : Gᵀ * overlap Φ = 1 := by
    rw [← hS, ← Matrix.transpose_mul, mul_eq_one_comm.mp hG, Matrix.transpose_one]
  have hsymm : Gᵀ = G := left_inv_eq_right_inv hGT (mul_eq_one_comm.mp hG)
  have hfix : spanProjector Φ G * Φ = Φ := by
    calc spanProjector Φ G * Φ = Φ * (G * overlap Φ) := by
          simp only [spanProjector, overlap, Matrix.mul_assoc]
      _ = Φ := by rw [hG, Matrix.mul_one]
  refine ⟨?_, ?_, hfix⟩
  · simp only [spanProjector, Matrix.transpose_mul, Matrix.transpose_transpose, hsymm,
      Matrix.mul_assoc]
  · calc spanProjector Φ G * spanProjector Φ G = (spanProjector Φ G * Φ) * G * Φᵀ := by
          simp only [spanProjector, Matrix.mul_assoc]
      _ = spanProjector Φ G := by rw [hfix, spanProjector]

omit [DecidableEq n] in
/-- For symmetric `H` and `K` the updated density matrix is
`(1 - t H P) (P - t Q H Q) (1 - t P H)`, with `P = Φ K Φᵀ` and `Q = Φ G Φᵀ`. -/
theorem density_step_formula [DecidableEq m] {H : Matrix m m ℝ} (t : ℝ) (Φ : Matrix m n ℝ)
    {K : Matrix n n ℝ} (G : Matrix n n ℝ) (hH : Hᵀ = H) (hK : Kᵀ = K) :
    density (orbitalStep H t Φ K) (kernelStep H t Φ K G)
      = (1 - t • (H * density Φ K))
        * (density Φ K - t • (spanProjector Φ G * H * spanProjector Φ G))
        * (1 - t • (density Φ K * H)) := by
  have h1 : orbitalStep H t Φ K = (1 - t • (H * density Φ K)) * Φ := by
    simp only [orbitalStep, density, overlap, Matrix.sub_mul, Matrix.one_mul,
      Matrix.smul_mul, Matrix.mul_assoc]
  have hP : (density Φ K)ᵀ = density Φ K := by
    simp only [density, Matrix.transpose_mul, Matrix.transpose_transpose, hK,
      Matrix.mul_assoc]
  have h2 : Φ * kernelStep H t Φ K G * Φᵀ
      = density Φ K - t • (spanProjector Φ G * H * spanProjector Φ G) := by
    simp only [kernelStep, density, spanProjector, Matrix.mul_sub, Matrix.sub_mul,
      Matrix.mul_smul, Matrix.smul_mul, Matrix.mul_assoc]
  have h3 : (1 - t • (H * density Φ K))ᵀ = 1 - t • (density Φ K * H) := by
    rw [Matrix.transpose_sub, Matrix.transpose_one, Matrix.transpose_smul,
      Matrix.transpose_mul, hP, hH]
  rw [← h2, ← h3, h1]
  generalize 1 - t • (H * density Φ K) = M
  simp only [density, Matrix.transpose_mul, Matrix.mul_assoc]

/-- The density matrix after the plain update `Φ - t H Φ K`, `K - t Φᵀ H Φ`, which has no
overlap factors. -/
def plainDensity (H : Matrix m m ℝ) (t : ℝ) (Φ : Matrix m n ℝ) (K : Matrix n n ℝ) :
    Matrix m m ℝ := density (Φ - t • (H * Φ * K)) (K - t • (Φᵀ * H * Φ))

/-- Without the overlap factors the invariance can fail: on one grid point with `H = -1`, `t = 1`,
`Φ = 1` and `K = 1`, doubling the orbital and dividing its kernel by four changes the updated
density matrix. -/
theorem plainDensity_not_invariant :
    plainDensity (!![-1] : Matrix (Fin 1) (Fin 1) ℝ) 1
        (!![2] : Matrix (Fin 1) (Fin 1) ℝ) !![1 / 4]
      ≠ plainDensity (!![-1] : Matrix (Fin 1) (Fin 1) ℝ) 1
        (!![1] : Matrix (Fin 1) (Fin 1) ℝ) !![1] := by
  intro h
  have h0 := congrFun (congrFun h 0) 0
  -- expand all products entrywise before evaluating the numbers
  simp only [plainDensity, density, Matrix.mul_apply, Matrix.sub_apply, Matrix.smul_apply,
    Matrix.transpose_apply, Fin.sum_univ_one] at h0
  norm_num at h0

end LocalisedOrbitalUpdate
```

```lean
#print axioms LocalisedOrbitalUpdate.density_step_invariant
-- 'LocalisedOrbitalUpdate.density_step_invariant' depends on axioms: [propext, Classical.choice, Quot.sound]
#print axioms LocalisedOrbitalUpdate.spanProjector_properties
-- 'LocalisedOrbitalUpdate.spanProjector_properties' depends on axioms: [propext, Classical.choice, Quot.sound]
#print axioms LocalisedOrbitalUpdate.density_step_formula
-- 'LocalisedOrbitalUpdate.density_step_formula' depends on axioms: [propext, Classical.choice, Quot.sound]
#print axioms LocalisedOrbitalUpdate.plainDensity_not_invariant
-- 'LocalisedOrbitalUpdate.plainDensity_not_invariant' depends on axioms: [propext, Classical.choice, Quot.sound]
```

## What the theorems cover, and how they are proved

The types `m` and `n` index grid points and orbitals; both are finite, and all entries are real. `overlap`, `density`, `orbitalStep` and `kernelStep` are the formulas above. The kernel step takes `G` as an argument, and the hypothesis `G * overlap Φ = 1` makes it the inverse overlap. `exists_inverse_overlap_iff` shows that such a `G` exists exactly for independent columns. The hypothesis `A * B = 1` says that the mixing is invertible, because the matrices are square.

`density_step_invariant` is the one-step result. It requires no symmetry of $H$ or $K$; only `density_step_formula` does. `density_run_invariant` treats two runs of `N` updates, with a Hamiltonian `F P` computed from the current density matrix and step lengths `τ k`. It gives equal density matrices at every step from `0` to `N`.

The proofs follow the derivation:

- `inverse_overlap_mixed` verifies that $BGB^T$ is a right inverse of the new overlap, then uses `left_inv_eq_right_inv` to identify it with `G'`.
- `density_mixed` and `step_mixed` regroup the products with `Matrix.mul_assoc` until $AB$ and $B^TA^T$ stand together, and rewrite both to $1$.
- `density_step_invariant` combines these two lemmas. In `density_run_invariant`, the induction `key` carries the relation between the runs from `k` to `k + 1`.
- `spanProjector_properties` proves the three properties of $Q$, and `density_step_formula` factors the orbital step as in the derivation.

The overlap factors matter as well. `plainDensity` omits them from both updates, and `plainDensity_not_invariant` evaluates one orbital on one grid point with $H=-1$ and $t=1$. Starting from $\Phi=1$, $K=1$, the updated density matrix is $8$; starting from $\Phi=2$, $K=\tfrac14$, it is $425/16$. The proof compares the single matrix entries with `norm_num`.

Several matters that a production code has to handle lie beyond these statements:

- **Independence along a run.** `IsRun` assumes an inverse overlap at each step that uses one. A step can destroy independence: with $H=\Phi=K=t=1$ on one grid point, $\Phi_+=0$.
- **Step lengths.** Both runs use the same sequence `τ`. A line search has to return equal lengths in both for the theorem to apply.
- **Localisation.** The update acts on full columns. Setting orbital values to zero outside fixed regions after each step does not in general commute with mixing, so the invariance can then be lost.
- **Quality of the step.** Nothing is stated about convergence, energy decrease, idempotency or electron number. In the two-point example, the trace of the density matrix falls from $1$ to $\tfrac14$.
- **Rounding.** The equalities hold for real numbers. In floating point, an ill-conditioned overlap can make the two results differ visibly.
